# The Sham–Schlüter condition in a finite site basis with finitely many frequencies

Take one Green's function with a given self-energy and a second one with a static local potential in its place. The two have the same site density if and only if a certain weighted frequency sum, in which the self-energy minus the potential stands between the two Green's functions, has zero diagonal. In electronic structure this condition ties a Kohn–Sham potential to a many-body self-energy; here it is proved for a finite basis and a finite frequency sum, with the self-energy taken as given.

## Two Green's functions with a common free propagator

Let $w$ label the frequencies and $i,j$ the sites. In Lean these labels come from the finite types `ι` and `n`.

```lean
import Mathlib

open Matrix

namespace ShamSchluter

noncomputable section

variable {ι n : Type*} [Fintype ι] [Fintype n] [DecidableEq n]
```

At each frequency, $A_w$ is the inverse free propagator, for instance $A_w = z_w - h$ with a complex frequency $z_w$ and a one-body Hamiltonian $h$. The self-energy is $S_w$, and the local potential is $V=\mathrm{diag}(v)$, the same at every frequency. The Green's functions $G_w$ and $g_w$ are defined by
$$(A_w-S_w)\,G_w=1,\qquad (A_w-V)\,g_w=1 .$$
Assuming that they exist means that no chosen frequency sits on a pole. Both share the same $A_w$, so if $h$ contains a Hartree potential, it is the same one in both.

```lean
/-- `G` is the Green's function belonging to the inverse free propagator `A` and the
self-energy `S`: it is the inverse of `A - S`. -/
def IsGreen (A S G : Matrix n n ℂ) : Prop := (A - S) * G = 1
```

For a family of matrices $M_w$ and complex weights $c_w$, write
$$D(M)_i=\sum_w c_w\,(M_w)_{ii}.$$
With weights that carry the quadrature or Matsubara factors, the convergence factor that a Matsubara sum for the density needs, and any spin factor, $D(G)$ is the finite-sum approximation to the site density. Below, $D(G)$ is simply called the density.

```lean
/-- The diagonal of the frequency sum of the matrices `M w` with weights `c w`. For a Green's
function and suitable quadrature weights it approximates the site density; it is called the density
below for any weights. -/
def weightedDiag (c : ι → ℂ) (M : ι → Matrix n n ℂ) : n → ℂ :=
  Matrix.diag (∑ w, c w • M w)
```

The last definition is a kernel built from both Green's functions,
$$X_{ij}=\sum_w c_w\,(g_w)_{ij}\,(G_w)_{ji}.$$

```lean
/-- The kernel `X i j = ∑ w, c w * g w i j * G w j i`, built from two Green's functions. -/
def responseKernel (c : ι → ℂ) (g G : ι → Matrix n n ℂ) : Matrix n n ℂ :=
  Matrix.of fun i j => ∑ w, c w * (g w i j * G w j i)
```

The matrices $A_w$, $S_w$ and the weights are arbitrary complex data: neither Hermiticity nor causality is assumed, and $S_w$ is not derived from an interaction. The basis must be one in which a local potential is diagonal and the density is a diagonal, such as lattice sites or grid points. Overlapping orbitals are not covered, and neither are the continuous frequency integral and continuous space of the usual Sham–Schlüter equation.

## (a) The Dyson equation between two self-energies

Fix one frequency and drop its label. Show that
$$G=g+g\,(S-V)\,G .$$

Write the difference of the self-energies as a difference of inverse Green's functions, $S-V=(A-V)-(A-S)$. Multiplying by $g$ from the left and by $G$ from the right gives
$$g(S-V)G=g(A-V)\,G-g\,(A-S)G .$$
In the second term $(A-S)G=1$ by definition. The first term needs $g(A-V)=1$, whereas the definition supplies $(A-V)g=1$. For square matrices a right inverse is also a left inverse, so the right-hand side is $G-g$.

```lean
/-- Dyson equation: the Green's functions `G` and `g` of the self-energies `S` and `V`,
with the same `A`, are related by `G = g + g (S - V) G`. -/
theorem dyson_equation {A S V G g : Matrix n n ℂ}
    (hG : IsGreen A S G) (hg : IsGreen A V g) :
    G = g + g * (S - V) * G := by
  unfold IsGreen at hG hg
  -- a one-sided inverse of a square matrix is two-sided
  have hg' : g * (A - V) = 1 := mul_eq_one_comm.mp hg
  have key : g * (S - V) * G = g * (A - V) * G - g * ((A - S) * G) := by
    noncomm_ring
  rw [key, hg', hG, one_mul, mul_one]
  abel
```

The matrix `V` is arbitrary in this theorem; locality enters later. The line `hg'` turns the one-sided inverse round, `key` is the expansion above, and the rewriting inserts the two inverse relations.

## (b) The density difference

Restore the frequency label and let $V=\mathrm{diag}(v)$. Show that
$$D(G)-D(g)=D\big(g(S-V)G\big).$$

By part (a), $G_w-g_w=g_w(S_w-V)G_w$ at each $w$. Multiply by $c_w$, sum over $w$ and take the diagonal entry $i$:
$$\sum_w c_w (G_w)_{ii}-\sum_w c_w (g_w)_{ii}=\sum_w c_w\,[g_w(S_w-V)G_w]_{ii}.$$

```lean
variable {c : ι → ℂ} {A S G g : ι → Matrix n n ℂ} {v : n → ℂ}

/-- For the Green's functions `G` of the self-energy `S` and `g` of a local potential, with the same
`A`, the density of `G` minus that of `g` is the weighted diagonal of `g (S - V) G`, where `V` is
the local potential `v`. -/
theorem density_difference (hG : ∀ w, IsGreen (A w) (S w) (G w))
    (hg : ∀ w, IsGreen (A w) (diagonal v) (g w)) :
    weightedDiag c G - weightedDiag c g =
      weightedDiag c (fun w => g w * (S w - diagonal v) * G w) := by
  have h : ∀ w, g w * (S w - diagonal v) * G w = G w - g w := fun w =>
    (sub_eq_iff_eq_add'.mpr (dyson_equation (hG w) (hg w))).symm
  simp only [weightedDiag, h, smul_sub, Finset.sum_sub_distrib, Matrix.diag_sub]
```

The hypotheses `hG` and `hg` state the inverse relations at every frequency. The step `h` is the Dyson equation solved for the product, and `simp only` uses the linearity of the sum and of the diagonal.

## (c) Equal densities as a zero diagonal

Show that the densities agree exactly when the Sham–Schlüter condition holds:
$$D(G)=D(g)\iff \sum_w c_w\,[g_w(S_w-V)G_w]_{ii}=0\ \text{ for every } i .$$

The sum on the right is the $i$-th component of the density difference found in part (b). The difference vanishes exactly when the two densities are equal.

```lean
/-- Sham-Schlüter condition, for two Green's functions with the same `A`: the Green's function `g`
of a local potential `v` has the same density as the Green's function `G` of the self-energy `S` if
and only if the frequency sum of `g (S - V) G` has zero diagonal. -/
theorem sham_schluter (hG : ∀ w, IsGreen (A w) (S w) (G w))
    (hg : ∀ w, IsGreen (A w) (diagonal v) (g w)) :
    weightedDiag c G = weightedDiag c g ↔
      weightedDiag c (fun w => g w * (S w - diagonal v) * G w) = 0 := by
  rw [← density_difference hG hg, sub_eq_zero]
```

The proof rewrites the right-hand side with part (b) and applies `sub_eq_zero`. The condition concerns only diagonal entries, and only after the frequency sum; the two Green's functions may differ at every single frequency. The theorem tests a given $v$ and does not say that a suitable $v$ exists.

## (d) Pulling the local potential out of the sum

Show that
$$D\big(g(S-V)G\big)=D(gSG)-Xv .$$

Split the product into $g_wS_wG_w-g_wVG_w$. Since $V$ is diagonal, the second part has the diagonal entries
$$[g_wVG_w]_{ii}=\sum_j (g_w)_{ij}\,v_j\,(G_w)_{ji}.$$
Since $v_j$ does not depend on $w$, the two sums can be exchanged:
$$\sum_w c_w\sum_j (g_w)_{ij}v_j(G_w)_{ji}=\sum_j\Big(\sum_w c_w (g_w)_{ij}(G_w)_{ji}\Big)v_j=(Xv)_i .$$

```lean
/-- For a local potential `v`, the weighted diagonal of `g (S - V) G` is that of `g S G`
minus the response kernel applied to `v`. -/
theorem weightedDiag_local (c : ι → ℂ) (S G g : ι → Matrix n n ℂ) (v : n → ℂ) :
    weightedDiag c (fun w => g w * (S w - diagonal v) * G w) =
      weightedDiag c (fun w => g w * S w * G w) - responseKernel c g G *ᵥ v := by
  -- the potential acts site by site, so it can be pulled out of the frequency sum
  have h : weightedDiag c (fun w => g w * diagonal v * G w) =
      responseKernel c g G *ᵥ v := by
    ext i
    have e : ∀ w, (g w * diagonal v * G w) i i = ∑ j, g w i j * v j * G w j i := by
      intro w
      rw [Matrix.mul_apply]
      simp only [Matrix.mul_diagonal]
    simp only [weightedDiag, Matrix.diag_apply, Matrix.sum_apply, Matrix.smul_apply,
      smul_eq_mul, e, responseKernel, Matrix.mulVec, dotProduct, Matrix.of_apply,
      Finset.mul_sum, Finset.sum_mul]
    rw [Finset.sum_comm]
    exact Finset.sum_congr rfl fun _ _ => Finset.sum_congr rfl fun _ _ => by ring
  rw [← h]
  simp only [weightedDiag, mul_sub, sub_mul, smul_sub, Finset.sum_sub_distrib,
    Matrix.diag_sub]
```

This identity holds for any matrices `g` and `G`, so no inverse relation appears among its hypotheses. The step `e` computes the diagonal entry, `Finset.sum_comm` exchanges the sums, and the final `simp only` splits off the self-energy term.

## (e) An equation for the potential

Write $b=D(gSG)$. Show that
$$D(G)=D(g)\iff Xv=b .$$

By part (c), equal densities mean $D(g(S-V)G)=0$. By part (d), this reads $b-Xv=0$.

```lean
/-- Let `G` and `g` be the Green's functions of the self-energy `S` and of the local potential `v`,
with the same `A`. Their densities agree if and only if `v` solves the matrix equation `X v = b`,
with `X` the response kernel and `b` the weighted diagonal of `g S G`. -/
theorem sham_schluter_potential (hG : ∀ w, IsGreen (A w) (S w) (G w))
    (hg : ∀ w, IsGreen (A w) (diagonal v) (g w)) :
    weightedDiag c G = weightedDiag c g ↔
      responseKernel c g G *ᵥ v = weightedDiag c (fun w => g w * S w * G w) := by
  rw [sham_schluter hG hg, weightedDiag_local, sub_eq_zero]
  exact eq_comm
```

In Lean, `*ᵥ` is the product of a matrix with a vector. The equation has the form of a linear system, but both $X$ and $b$ contain $g$, which itself depends on $v$. As a problem for an unknown potential it is therefore nonlinear in general.

## (f) The self-consistent form

Assume $\det X\neq0$. Show that
$$D(G)=D(g)\iff v=X^{-1}b .$$

If the densities agree, part (e) gives $Xv=b$, and multiplication by $X^{-1}$ gives $v=X^{-1}b$. Conversely, multiplying $v=X^{-1}b$ by $X$ returns $Xv=b$, and part (e) gives equal densities.

The determinant condition has a physical reading. It says that no non-zero site potential $u$ satisfies $Xu=0$, so for every such $u$, inserted between $g$ and $G$, at least one entry of the summed diagonal is non-zero. When $G$ is replaced by $g$, the kernel $X$ is the first-order response of the density $D(g)$ to a change of the local potential. That kernel is not always invertible: for a system with a gap at zero temperature, with the chemical potential inside the gap and the frequency integral done exactly, a small constant potential does not change the density, so the determinant is zero.

```lean
/-- Let `G` and `g` be the Green's functions of the self-energy `S` and of the local potential `v`,
with the same `A`. If the response kernel is invertible, their densities agree if and only if `v`
satisfies the self-consistency equation `v = X⁻¹ b`, where `X` and `b` are computed with the Green's
function `g` of `v` itself. -/
theorem sham_schluter_fixed_point (hG : ∀ w, IsGreen (A w) (S w) (G w))
    (hg : ∀ w, IsGreen (A w) (diagonal v) (g w))
    (hX : (responseKernel c g G).det ≠ 0) :
    weightedDiag c G = weightedDiag c g ↔
      v = (responseKernel c g G)⁻¹ *ᵥ weightedDiag c (fun w => g w * S w * G w) := by
  have hu : IsUnit (responseKernel c g G).det := isUnit_iff_ne_zero.mpr hX
  rw [sham_schluter_potential hG hg]
  constructor
  · intro h
    rw [← h, Matrix.mulVec_mulVec, Matrix.nonsing_inv_mul _ hu, Matrix.one_mulVec]
  · intro h
    rw [h, Matrix.mulVec_mulVec, Matrix.mul_nonsing_inv _ hu, Matrix.one_mulVec]
```

The two branches after `constructor` are the two directions above. The theorem characterises a fixed point; it makes no statement about whether an iteration $v\mapsto X^{-1}b$ converges.

## (g) The linearised condition and its remainder

Write $\Delta_w=S_w-V$. Show that
$$D(G)-D(g)=D(g\Delta g)+D(g\Delta g\Delta G).$$

Start from $D(G)-D(g)=D(g\Delta G)$ and insert the Dyson equation for the last factor:
$$g_w\Delta_wG_w=g_w\Delta_w\,(g_w+g_w\Delta_wG_w)=g_w\Delta_wg_w+g_w\Delta_wg_w\Delta_wG_w .$$
Summing with the weights and taking the diagonal gives the claim.

```lean
/-- For the Green's functions `G` of the self-energy `S` and `g` of a local potential, with the same
`A`, the density difference is the linearised Sham-Schlüter expression, in which `G` is replaced by
`g`, plus an exact remainder with two factors of `S - V`. -/
theorem linearised_with_remainder (hG : ∀ w, IsGreen (A w) (S w) (G w))
    (hg : ∀ w, IsGreen (A w) (diagonal v) (g w)) :
    weightedDiag c G - weightedDiag c g =
      weightedDiag c (fun w => g w * (S w - diagonal v) * g w) +
      weightedDiag c
        (fun w => g w * (S w - diagonal v) * g w * (S w - diagonal v) * G w) := by
  -- insert the Dyson equation once into itself
  have h : (fun w => g w * (S w - diagonal v) * G w) = fun w =>
      g w * (S w - diagonal v) * g w +
        g w * (S w - diagonal v) * g w * (S w - diagonal v) * G w := by
    funext w
    have d := dyson_equation (hG w) (hg w)
    calc g w * (S w - diagonal v) * G w
        = g w * (S w - diagonal v) * (g w + g w * (S w - diagonal v) * G w) := by
          rw [← d]
      _ = _ := by
          rw [mul_add]
          simp only [mul_assoc]
  rw [density_difference hG hg, h]
  simp only [weightedDiag, smul_add, Finset.sum_add_distrib, Matrix.diag_add]
```

The `calc` block inserts the Dyson equation once and multiplies out. The first term is the linearised Sham–Schlüter expression, with $G$ replaced by $g$ and the self-energy $S$ left unchanged; in the usual linearised equation the self-energy is evaluated with $g$ as well. If $v$ makes that term vanish, the density error equals the second term exactly. The theorem gives no bound on its size.

## (h) Two sites and two frequencies

Take two sites, two frequencies with $c_1=c_2=1$, and
$$A_1=3\cdot 1,\quad A_2=-1,\quad S=\begin{pmatrix}1&1\\1&1\end{pmatrix},\quad v=(1,1),$$
where $1$ in $A_1$ and $A_2$ is the unit matrix. Find $G_w$ and $g_w$, and show that
$$D(G)=D(g),\qquad \det X\neq0 .$$

Lean counts the two frequencies from zero, so $A_1$ and $A_2$ are `exA 0` and `exA 1`.

```lean
/-- Inverse free propagators of a two-site model at two frequencies. -/
def exA : Fin 2 → Matrix (Fin 2) (Fin 2) ℂ := ![!![3, 0; 0, 3], !![-1, 0; 0, -1]]
```

Inverting $A_w-S$ at each frequency gives
$$G_1=\begin{pmatrix}2&-1\\-1&2\end{pmatrix}^{-1}=\frac13\begin{pmatrix}2&1\\1&2\end{pmatrix},\qquad
G_2=\begin{pmatrix}-2&-1\\-1&-2\end{pmatrix}^{-1}=\frac13\begin{pmatrix}-2&1\\1&-2\end{pmatrix}.$$

```lean
/-- Interacting Green's functions of the two-site model. -/
def exG : Fin 2 → Matrix (Fin 2) (Fin 2) ℂ :=
  ![!![2/3, 1/3; 1/3, 2/3], !![-2/3, 1/3; 1/3, -2/3]]
```

With the local potential, $A_1-V=2\cdot1$ and $A_2-V=-2\cdot1$, so $g_1=\tfrac12\cdot1$ and $g_2=-\tfrac12\cdot1$.

```lean
/-- Green's functions of the two-site model in a local potential. -/
def exg : Fin 2 → Matrix (Fin 2) (Fin 2) ℂ :=
  ![!![1/2, 0; 0, 1/2], !![-1/2, 0; 0, -1/2]]
```

At the first frequency the diagonal entries are $\tfrac23$ for $G$ and $\tfrac12$ for $g$; at the second they are $-\tfrac23$ and $-\tfrac12$. They differ at each frequency, but both sums vanish, so $D(G)=D(g)=(0,0)$. The summed matrices are still different, because $G_1+G_2$ has off-diagonal entries $\tfrac23$ and $g_1+g_2=0$.

Since $g_w$ is diagonal, so is $X$, with
$$X_{ii}=\tfrac12\cdot\tfrac23+\big(-\tfrac12\big)\big(-\tfrac23\big)=\tfrac23,\qquad \det X=\tfrac49 .$$

The equation of part (e) can be checked directly. All entries of $SG_1$ equal $1$ and all entries of $SG_2$ equal $-\tfrac13$, so $b_i=\tfrac12+\tfrac16=\tfrac23$, which is $(Xv)_i$.

```lean
/-- In the two-site model with all self-energy entries equal to one and local potential one
on each site, both inverse relations hold, the densities at unit weights agree, and the
response kernel is invertible. -/
theorem sham_schluter_witness :
    (∀ w, IsGreen (exA w) !![1, 1; 1, 1] (exG w)) ∧
    (∀ w, IsGreen (exA w) (diagonal ![1, 1]) (exg w)) ∧
    weightedDiag ![1, 1] exG = weightedDiag ![1, 1] exg ∧
    (responseKernel ![1, 1] exg exG).det ≠ 0 := by
  refine ⟨fun w => ?_, fun w => ?_, ?_, ?_⟩
  · unfold IsGreen
    fin_cases w <;> ext i j <;> fin_cases i <;> fin_cases j <;>
      simp [exA, exG, Matrix.mul_apply, Fin.sum_univ_two] <;> norm_num
  · unfold IsGreen
    fin_cases w <;> ext i j <;> fin_cases i <;> fin_cases j <;>
      simp [exA, exg, Matrix.mul_apply, Fin.sum_univ_two] <;> norm_num
  · ext i
    fin_cases i <;> simp [weightedDiag, exG, exg, Fin.sum_univ_two] <;> norm_num
  · simp [responseKernel, exG, exg, Matrix.det_fin_two, Fin.sum_univ_two]
    norm_num

end

end ShamSchluter
```

The four statements are the two families of inverse relations, the equality of the densities and the invertibility of the kernel. The proof goes through the frequencies and matrix entries one by one and evaluates the arithmetic. The example shows that all hypotheses of part (f) can be met with a non-diagonal self-energy and a non-zero potential; its unit weights and zero density are chosen for simple numbers and do not describe a particular material.

```lean
#print axioms ShamSchluter.sham_schluter
#print axioms ShamSchluter.sham_schluter_fixed_point
#print axioms ShamSchluter.linearised_with_remainder
```

```
'ShamSchluter.sham_schluter' depends on axioms: [propext, Classical.choice, Quot.sound]
'ShamSchluter.sham_schluter_fixed_point' depends on axioms: [propext, Classical.choice, Quot.sound]
'ShamSchluter.linearised_with_remainder' depends on axioms: [propext, Classical.choice, Quot.sound]
```
